# Vector operators on copies of a spin-1/2 doublet are exactly the triples σ_k ⊗ A

To tabulate the electric dipole matrix elements among several atomic levels with total angular momentum 1/2, it is enough to compute a single number for each pair of levels, the matrix element of $z$ between the two "up" states. With the standard relative phase of the up and down states in each level, the elements of $x$, $y$ and $z$ between all other states of the two levels then follow from the Pauli matrices. This rests on the Wigner-Eckart theorem, here for vector operators acting within a finite set of doublets. The theorem for general angular momenta and tensor ranks is a wider statement.

## Several doublets and their angular momentum

Let $\iota$ be a finite set that labels the doublets, which will be called copies. A basis state is a pair $(s,a)$, where $s=0$ is spin up, $s=1$ is spin down and $a\in\iota$ is the copy. With $n$ copies the space is $\mathbb C^2\otimes\mathbb C^n$, and operators are complex matrices indexed by `Fin 2 × ι`. The empty set is allowed and makes every statement about general $\iota$ trivial.

```lean
import Mathlib

open Matrix Complex
open scoped Kronecker

namespace WignerEckartMultiplicity

noncomputable section

variable {ι : Type*} [Fintype ι] [DecidableEq ι]
```

Cartesian components are numbered $0,1,2$ for $x,y,z$, so $\sigma_0$ is the Pauli matrix $\sigma_x$ and not the identity:
$$\sigma_0=\begin{pmatrix}0&1\\1&0\end{pmatrix},\quad \sigma_1=\begin{pmatrix}0&-i\\i&0\end{pmatrix},\quad \sigma_2=\begin{pmatrix}1&0\\0&-1\end{pmatrix}.$$

```lean
/-- The three Pauli matrices, numbered 0, 1, 2 for x, y, z. -/
def pauli : Fin 3 → Matrix (Fin 2) (Fin 2) ℂ :=
  ![!![0, 1; 1, 0], !![0, -I; I, 0], !![1, 0; 0, -1]]
```

The Levi-Civita symbol has $\varepsilon_{012}=\varepsilon_{120}=\varepsilon_{201}=1$, changes sign when two indices are exchanged, and vanishes when two are equal.

```lean
/-- The Levi-Civita symbol in three dimensions. -/
def eps : Fin 3 → Fin 3 → Fin 3 → ℂ :=
  ![![![0, 0, 0], ![0, 0, 1], ![0, -1, 0]],
    ![![0, 0, -1], ![0, 0, 0], ![1, 0, 0]],
    ![![0, 1, 0], ![-1, 0, 0], ![0, 0, 0]]]
```

In units with $\hbar=1$ the angular momentum acts in the same way on every copy and never changes the copy label:
$$J_k=\tfrac12\sigma_k\otimes 1 .$$
In Lean this is `spin k`, although for an atomic level it stands for the total angular momentum, orbital part included.

```lean
/-- The angular momentum `J k = (σ k / 2) ⊗ 1` of a spin-1/2 doublet that occurs in
several copies, labelled by `ι`. -/
def spin (k : Fin 3) : Matrix (Fin 2 × ι) (Fin 2 × ι) ℂ :=
  ((1 / 2 : ℂ) • pauli k) ⊗ₖ (1 : Matrix ι ι ℂ)
```

A triple $V=(V_0,V_1,V_2)$ is a vector operator if it turns like a vector under the rotations generated by $J$. In infinitesimal form these are nine relations, one for each pair $i,j$:
$$[J_i,V_j]=i\sum_k\varepsilon_{ijk}V_k .$$
The factor $i$ in front of the sum is the imaginary unit, `I` in Lean. The components need not be Hermitian.

```lean
/-- `V` is a vector operator: `[J i, V j] = i ∑ k, ε i j k V k`. -/
def IsVectorOperator (V : Fin 3 → Matrix (Fin 2 × ι) (Fin 2 × ι) ℂ) : Prop :=
  ∀ i j, spin i * V j - V j * spin i = I • ∑ k, eps i j k • V k
```

For real levels one step remains outside this model: the operator has to be restricted to the span of the chosen doublets, with the phases of the states fixed so that $J$ takes the form above in each copy. The restriction keeps the nine relations, because $J$ commutes with the projector onto that span.

## The Pauli matrices form a vector operator

Multiplying out the matrices gives, for example, $\sigma_0\sigma_1=i\sigma_2$ and $\sigma_1\sigma_0=-i\sigma_2$, hence $[\sigma_0,\sigma_1]=2i\sigma_2$. The other pairs follow in the same way, and together
$$[\sigma_i,\sigma_j]=2i\sum_k\varepsilon_{ijk}\sigma_k .$$
The proof runs through every pair $i,j$ and every matrix entry.

```lean
/-- The Pauli matrices obey `[σ i, σ j] = 2i ∑ k, ε i j k σ k`. -/
theorem pauli_commutator (i j : Fin 3) :
    pauli i * pauli j - pauli j * pauli i = (2 * I) • ∑ k, eps i j k • pauli k := by
  ext s t
  fin_cases i <;> fin_cases j <;> fin_cases s <;> fin_cases t <;>
    simp [pauli, eps, Fin.sum_univ_three, Complex.ext_iff] <;> norm_num
```

## The commutator acts on the spin index alone

For any operator $M$, the identity factor in $J_i$ collapses the sum over copies, which leaves a sum over the spin index $r$:
$$(J_iM)(sa,tb)=\tfrac12\sum_r(\sigma_i)_{sr}\,M(ra,tb).$$

```lean
/-- Multiplying by `J i` from the left acts on the spin index and leaves the copy label alone. -/
theorem spin_mul_apply (i : Fin 3) (M : Matrix (Fin 2 × ι) (Fin 2 × ι) ℂ)
    (s t : Fin 2) (a b : ι) :
    (spin i * M : Matrix (Fin 2 × ι) (Fin 2 × ι) ℂ) (s, a) (t, b) =
      1 / 2 * (pauli i s 0 * M (0, a) (t, b) + pauli i s 1 * M (1, a) (t, b)) := by
  simp only [spin, Matrix.mul_apply, Fintype.sum_prod_type, Matrix.kroneckerMap_apply,
    Matrix.smul_apply, smul_eq_mul, Matrix.one_apply, mul_ite, ite_mul, mul_one, mul_zero,
    zero_mul, Finset.sum_ite_eq, Finset.mem_univ, if_true, Fin.sum_univ_two]
  ring
```

Multiplication from the right gives
$$(MJ_i)(sa,tb)=\tfrac12\sum_r M(sa,rb)\,(\sigma_i)_{rt}.$$

```lean
/-- Multiplying by `J i` from the right acts on the spin index and leaves the copy label alone. -/
theorem mul_spin_apply (i : Fin 3) (M : Matrix (Fin 2 × ι) (Fin 2 × ι) ℂ)
    (s t : Fin 2) (a b : ι) :
    (M * spin i : Matrix (Fin 2 × ι) (Fin 2 × ι) ℂ) (s, a) (t, b) =
      1 / 2 * (M (s, a) (0, b) * pauli i 0 t + M (s, a) (1, b) * pauli i 1 t) := by
  simp only [spin, Matrix.mul_apply, Fintype.sum_prod_type, Matrix.kroneckerMap_apply,
    Matrix.smul_apply, smul_eq_mul, Matrix.one_apply, mul_ite, mul_one, mul_zero,
    Finset.sum_ite_eq', Finset.mem_univ, if_true, Fin.sum_univ_two]
  ring
```

The labels $a$ and $b$ are therefore spectators. The nine relations split into separate systems, one for each pair $(a,b)$, and each system involves only three $2\times2$ blocks.

## One component determines the reduced matrix

Suppose $V_k=\sigma_k\otimes A$ for a matrix $A$ on the copy labels. Since $\sigma_k^2=1$ has trace 2,
$$\tfrac12\sum_{s,t}(\sigma_k)_{ts}\,V_k(sa,tb)=\tfrac12A_{ab}\,\mathrm{Tr}\,\sigma_k^2=A_{ab}.$$
In the proof, `h` is the statement about the trace, and the last line multiplies it by the entry of $A$.

```lean
omit [Fintype ι] [DecidableEq ι] in
/-- The reduced matrix is recovered from any single component `V k = σ k ⊗ A` by a trace
over the spin: `A = tr_spin (σ k V k) / 2`. -/
theorem reduced_eq_trace (k : Fin 3) (A : Matrix ι ι ℂ) (a b : ι) :
    A a b = 1 / 2 * ∑ s, ∑ t, pauli k t s * (pauli k ⊗ₖ A) (s, a) (t, b) := by
  -- the square of a Pauli matrix has trace two
  have h : pauli k 0 0 * pauli k 0 0 + pauli k 1 0 * pauli k 0 1
      + pauli k 0 1 * pauli k 1 0 + pauli k 1 1 * pauli k 1 1 = 2 := by
    fin_cases k <;> simp [pauli] <;> norm_num
  simp only [Fin.sum_univ_two, Matrix.kroneckerMap_apply]
  linear_combination (-(A a b) / 2) * h
```

If $\sigma_k\otimes A=\sigma_k\otimes B$ for a single $k$, the two traces agree, and so $A=B$.

```lean
omit [Fintype ι] [DecidableEq ι] in
/-- A single component `σ k ⊗ A` determines `A`. -/
theorem reduced_unique (k : Fin 3) {A B : Matrix ι ι ℂ}
    (h : pauli k ⊗ₖ A = pauli k ⊗ₖ B) : A = B := by
  ext a b
  rw [reduced_eq_trace k A a b, h, ← reduced_eq_trace k B a b]
```

## From the commutation relations to σ_k ⊗ A

Fix $a$ and $b$, and write $v_j^{st}=V_j(sa,tb)$. Each block obeys $\tfrac12[\sigma_i,v_j]=i\sum_k\varepsilon_{ijk}v_k$.

Commuting with $\tfrac12\sigma_2$ removes the diagonal entries of a block, keeps the 01 entry and reverses the sign of the 10 entry. The three relations with $J_2$ then give:

- $[J_2,V_2]=0$ yields $v_2^{01}=v_2^{10}=0$.
- $[J_2,V_0]=iV_1$ yields, on the diagonal, $v_1^{00}=v_1^{11}=0$.
- $[J_2,V_1]=-iV_0$ yields $v_0^{00}=v_0^{11}=0$ on the diagonal, and off it $v_1^{01}=-i\,v_0^{01}$ and $v_1^{10}=i\,v_0^{10}$.

Two relations with $J_0$ connect what is left. The 00 entry of $[J_0,V_0]=0$ reads $\tfrac12(v_0^{10}-v_0^{01})=0$, so the two entries of $v_0$ are equal. The diagonal entries of $[J_0,V_1]=iV_2$ read
$$\tfrac12(v_1^{10}-v_1^{01})=i\,v_2^{00},\qquad \tfrac12(v_1^{01}-v_1^{10})=i\,v_2^{11}.$$
The left side of the first is $\tfrac{i}{2}(v_0^{10}+v_0^{01})=i\,v_0^{01}$, hence $v_0^{01}=v_2^{00}$. The sum of the two gives $v_2^{11}=-v_2^{00}$. With
$$A_{ab}=v_2^{00}=V_2(0a,0b)$$
all twelve entries agree with $v_k=A_{ab}\,\sigma_k$. This is $V_k=\sigma_k\otimes A$, and the 00 entry of $V_2$ leaves no other choice of $A$.

Conversely, if $V_k=\sigma_k\otimes A$, then
$$[J_i,V_j]=\tfrac12[\sigma_i,\sigma_j]\otimes A=i\sum_k\varepsilon_{ijk}\,\sigma_k\otimes A=i\sum_k\varepsilon_{ijk}V_k .$$

The theorem states both directions at once: `IsVectorOperator V` holds if and only if there is exactly one (`∃!`) matrix `A` with `V k = pauli k ⊗ₖ A` for all `k`, where `⊗ₖ` is the Kronecker product. In the proof, `key` is the block equation written out in entries, and `e1` to `e11` are the eleven entries used above. The names `z01`, `y00` and so on are the resulting values, with the letter for the component and the digits for $s$ and $t$. Each follows by `linear_combination`; where a factor $i$ has to be removed, the equation is multiplied by $\pm i$ and `I_sq` supplies $i^2=-1$.

```lean
/-- **Wigner-Eckart theorem with multiplicity**, for copies of a spin-1/2 doublet: `V` is a
vector operator if and only if `V k = σ k ⊗ A` for all `k` with exactly one matrix `A`
acting on the copy labels. -/
theorem wigner_eckart (V : Fin 3 → Matrix (Fin 2 × ι) (Fin 2 × ι) ℂ) :
    IsVectorOperator V ↔ ∃! A : Matrix ι ι ℂ, ∀ k, V k = pauli k ⊗ₖ A := by
  constructor
  · intro hV
    -- the commutation relations, entry by entry
    have key : ∀ (i j : Fin 3) (s t : Fin 2) (a b : ι),
        1 / 2 * (pauli i s 0 * V j (0, a) (t, b) + pauli i s 1 * V j (1, a) (t, b))
        - 1 / 2 * (V j (s, a) (0, b) * pauli i 0 t + V j (s, a) (1, b) * pauli i 1 t)
        = I * (eps i j 0 * V 0 (s, a) (t, b) + eps i j 1 * V 1 (s, a) (t, b)
          + eps i j 2 * V 2 (s, a) (t, b)) := by
      intro i j s t a b
      have e := congrFun (congrFun (hV i j) (s, a)) (t, b)
      simpa only [Matrix.sub_apply, spin_mul_apply, mul_spin_apply, Matrix.smul_apply,
        Fin.sum_univ_three, Matrix.add_apply, smul_eq_mul] using e
    simp only [pauli, eps] at key
    refine ⟨Matrix.of fun a b => V 2 (0, a) (0, b), ?_, ?_⟩
    · intro k
      ext ⟨s, a⟩ ⟨t, b⟩
      have e1 := key 2 2 0 1 a b
      have e2 := key 2 2 1 0 a b
      have e3 := key 2 0 0 0 a b
      have e4 := key 2 0 1 1 a b
      have e5 := key 2 1 0 0 a b
      have e6 := key 2 1 1 1 a b
      have e7 := key 2 1 0 1 a b
      have e8 := key 2 1 1 0 a b
      have e9 := key 0 0 0 0 a b
      have e10 := key 0 1 0 0 a b
      have e11 := key 0 1 1 1 a b
      simp only [Matrix.of_apply, Matrix.cons_val', Matrix.cons_val, Matrix.cons_val_zero,
        Matrix.cons_val_one, Matrix.cons_val_fin_one]
        at e1 e2 e3 e4 e5 e6 e7 e8 e9 e10 e11
      -- entries forbidden by the relations with `J z`
      have z01 : V 2 (0, a) (1, b) = 0 := by linear_combination e1
      have z10 : V 2 (1, a) (0, b) = 0 := by linear_combination -e2
      have y00 : V 1 (0, a) (0, b) = 0 := by
        linear_combination I * e3 + V 1 (0, a) (0, b) * I_sq
      have y11 : V 1 (1, a) (1, b) = 0 := by
        linear_combination I * e4 + V 1 (1, a) (1, b) * I_sq
      have x00 : V 0 (0, a) (0, b) = 0 := by
        linear_combination -I * e5 + V 0 (0, a) (0, b) * I_sq
      have x11 : V 0 (1, a) (1, b) = 0 := by
        linear_combination -I * e6 + V 0 (1, a) (1, b) * I_sq
      -- the others are tied to the up-up entry of `V z`
      have y01 : V 1 (0, a) (1, b) = -I * V 0 (0, a) (1, b) := by linear_combination e7
      have y10 : V 1 (1, a) (0, b) = I * V 0 (1, a) (0, b) := by linear_combination -e8
      have x10 : V 0 (1, a) (0, b) = V 0 (0, a) (1, b) := by linear_combination 2 * e9
      have x01 : V 0 (0, a) (1, b) = V 2 (0, a) (0, b) := by
        linear_combination -I * (e10 - y10 / 2 + y01 / 2 - I / 2 * x10)
          + (V 0 (0, a) (1, b) - V 2 (0, a) (0, b)) * I_sq
      have z11 : V 2 (1, a) (1, b) = -V 2 (0, a) (0, b) := by
        linear_combination I * (e10 + e11)
          + (V 2 (0, a) (0, b) + V 2 (1, a) (1, b)) * I_sq
      fin_cases k <;> fin_cases s <;> fin_cases t <;>
        simp [pauli, z01, z10, y00, y11, x00, x11, y01, y10, x10, x01, z11]
    · intro B hB
      ext a b
      simp [hB 2, pauli]
  · rintro ⟨A, hA, -⟩ i j
    ext ⟨s, a⟩ ⟨t, b⟩
    -- the Pauli commutator, multiplied by an entry of `A`
    have h := congrFun (congrFun (pauli_commutator i j) s) t
    simp only [Matrix.sub_apply, Matrix.mul_apply, Matrix.smul_apply, Fin.sum_univ_two,
      Fin.sum_univ_three, Matrix.add_apply, smul_eq_mul] at h
    simp only [Matrix.sub_apply, spin_mul_apply, mul_spin_apply, Matrix.smul_apply,
      Fin.sum_univ_three, Matrix.add_apply, smul_eq_mul, hA, Matrix.kroneckerMap_apply]
    linear_combination (A a b / 2) * h
```

The matrix $A$ is the reduced matrix in a normalisation suited to Pauli matrices. The angular momentum itself has $A=\tfrac12\,1$. In the common convention that uses a 3j symbol and the phase $(-1)^{j-m}$, the reduced matrix element is $\sqrt6\,A_{ab}$.

## The relations with J₂ alone are too weak

Take one doublet and the triple $V_0=V_1=0$, $V_2=1$, which is a scalar placed in the $z$ component. Every commutator $[J_i,V_j]$ vanishes, so seven of the nine relations hold, including all three with $J_2$. Only $[J_0,V_1]=iV_2$ and $[J_1,V_0]=-iV_2$ fail. The identity is not a multiple of $\sigma_2$, so those seven relations do not force the form $\sigma_k\otimes A$.

## A dipole table from one radial integral

Consider one electron in a central potential with spin-orbit coupling, and take an $s_{1/2}$ and a $p_{1/2}$ level as the two copies. In this example $s$ and $p$ name the levels, and the index written second is 0 for the up state and 1 for the down state of the total angular momentum. The arrows stand for the spin of the electron alone. The up states are
$$|s,0\rangle=R_sY_{00}\,|{\uparrow}\rangle,\qquad |p,0\rangle=R_p\Big(\sqrt{\tfrac23}\,Y_{11}\,|{\downarrow}\rangle-\sqrt{\tfrac13}\,Y_{10}\,|{\uparrow}\rangle\Big),$$
with real radial functions $R_s$, $R_p$ and spherical harmonics $Y_{lm}$ in the Condon-Shortley phase convention. Only the $Y_{10}$ term contributes to the element of $z$. Since $\langle Y_{00}|\cos\theta|Y_{10}\rangle=1/\sqrt3$,
$$A_{sp}=\langle s,0|z|p,0\rangle=-\tfrac13\int_0^\infty R_sR_p\,r^3\,dr .$$
Parity gives $A_{ss}=A_{pp}=0$, and $A_{ps}=A_{sp}$ because $z$ is Hermitian and the integral is real. All 48 entries of the three $4\times4$ matrices follow. For instance, the element of $x$ between $|s,0\rangle$ and the down state $|p,1\rangle$ is $(\sigma_0)_{01}A_{sp}=A_{sp}$.

## Hermitian components have a Hermitian reduced matrix

An observable needs Hermitian components. Because $\sigma_k^\dagger=\sigma_k$,
$$(\sigma_k\otimes A)^\dagger=\sigma_k\otimes A^\dagger .$$
This equals $\sigma_k\otimes A$ exactly when $A^\dagger=A$, since one component determines the reduced matrix. In the proof, `hp` is the Hermiticity of the Pauli matrix, and `reduced_unique` does the rest.

```lean
omit [Fintype ι] [DecidableEq ι] in
/-- A component `σ k ⊗ A` is Hermitian if and only if the reduced matrix `A` is Hermitian. -/
theorem hermitian_iff (k : Fin 3) (A : Matrix ι ι ℂ) :
    (pauli k ⊗ₖ A).IsHermitian ↔ A.IsHermitian := by
  have hp : (pauli k)ᴴ = pauli k := by
    ext s t
    fin_cases k <;> fin_cases s <;> fin_cases t <;> simp [pauli]
  unfold Matrix.IsHermitian
  rw [Matrix.conjTranspose_kronecker, hp]
  exact ⟨fun h => reduced_unique k h, fun h => by rw [h]⟩
```

## With two doublets a vector operator need not be a multiple of J

For a single doublet $A$ is a number, and every vector operator is the multiple $2A$ of $J$. With two copies this is no longer so. Take
$$V_k=\sigma_k\otimes\begin{pmatrix}1&0\\0&-1\end{pmatrix},$$
which describes two doublets whose magnetic moments have equal size and opposite sign. It has the form $\sigma_k\otimes A$ and is therefore a vector operator. If $V_k=c\,J_k$ held for all $k$ with one number $c$, the up-up entry of $V_2$ in the first copy would give $1=c/2$ and the one in the second copy $-1=c/2$. Subtracting gives $2=0$, which is the contradiction `h2`.

```lean
/-- With two copies of the doublet, `σ k ⊗ diag(1, -1)` is a vector operator that is not a
multiple of the angular momentum. -/
theorem not_multiple_of_spin :
    IsVectorOperator (fun k => pauli k ⊗ₖ (!![1, 0; 0, -1] : Matrix (Fin 2) (Fin 2) ℂ)) ∧
    ¬ ∃ c : ℂ, ∀ k, pauli k ⊗ₖ (!![1, 0; 0, -1] : Matrix (Fin 2) (Fin 2) ℂ)
      = c • spin k := by
  constructor
  · exact (wigner_eckart _).2 ⟨_, fun _ => rfl, fun B hB => (reduced_unique 2 (hB 2)).symm⟩
  · rintro ⟨c, hc⟩
    -- the two copies would need opposite values of `c`
    have h0 := congrFun (congrFun (hc 2) (0, 0)) (0, 0)
    have h1 := congrFun (congrFun (hc 2) (0, 1)) (0, 1)
    simp [pauli, spin] at h0 h1
    have h2 : (2 : ℂ) = 0 := by linear_combination h0 - h1
    norm_num at h2

end

end WignerEckartMultiplicity
```

The $s_{1/2}$ and $p_{1/2}$ levels show the same effect in milder form. With a spin g-factor of 2, their Landé factors are $2$ and $2/3$, so the operator $L+2S$ has $A=\mathrm{diag}(1,\tfrac13)$ on this pair, and no single g-factor describes both levels.

```lean
#print axioms WignerEckartMultiplicity.hermitian_iff
-- 'WignerEckartMultiplicity.hermitian_iff' depends on axioms: [propext, Classical.choice, Quot.sound]
#print axioms WignerEckartMultiplicity.not_multiple_of_spin
-- 'WignerEckartMultiplicity.not_multiple_of_spin' depends on axioms: [propext, Classical.choice, Quot.sound]
```
